# The harmonic quadratic forms in \(x, y, z\) are the real combinations of \(xy\), \(yz\), \(zx\), \(x^2-y^2\) and \(2z^2-x^2-y^2\)

A real polynomial in \(x, y, z\) is homogeneous of degree two and satisfies Laplace's equation exactly when it is a real linear combination of

\[
xy,\quad yz,\quad zx,\quad x^2-y^2,\quad 2z^2-x^2-y^2 .
\]

Together with \(r^2=x^2+y^2+z^2\), these five functions form a basis of all real quadratic forms in three variables.

In electronic structure this is the difference between a Cartesian d shell with six functions and a spherical one with five, as far as the polynomial factors of a single shell are concerned. The sixth function, \(r^2\) times a radial factor, has the angular dependence of an s function.

## Polynomials, the Laplacian and the six monomials

A Cartesian d function in a Gaussian basis is a quadratic monomial times a radial factor such as \(e^{-\alpha r^2}\), with \(\alpha>0\). Here the name "Cartesian d function" means the monomial alone. The step from these polynomials to orbitals is multiplication by a radial factor common to the whole shell, and this step is left to the reader. "Harmonic" likewise refers to the polynomial and not to its product with a Gaussian.

The polynomials have real coefficients and three variables, numbered from zero: `X 0`, `X 1`, `X 2` stand for \(x, y, z\).

```lean
import Mathlib

open MvPolynomial

namespace HarmonicQuadraticForms

noncomputable section

/-- Real polynomials in the Cartesian coordinates x, y, z, which are `X 0`, `X 1`, `X 2`. -/
abbrev Poly := MvPolynomial (Fin 3) ℝ
```

The Laplacian is the usual sum of second derivatives,

\[
\Delta p=\frac{\partial^2 p}{\partial x^2}+\frac{\partial^2 p}{\partial y^2}+\frac{\partial^2 p}{\partial z^2}.
\]

In Lean, `pderiv i` is the formal partial derivative with respect to the variable `X i`. On polynomials it follows the same rules as the derivative of calculus.

```lean
/-- The Laplacian, the sum of the three second partial derivatives. -/
def laplacian (p : Poly) : Poly := ∑ i, pderiv i (pderiv i p)
```

A general combination of the six monomials is

\[
q=a x^2+b y^2+c z^2+d\,xy+e\,yz+f\,zx .
\]

All six letters are real coefficients; in particular, \(d\) and \(f\) are not orbital labels and \(e\) is not a charge.

```lean
/-- The combination a x² + b y² + c z² + d xy + e yz + f zx of the six Cartesian d functions. -/
def quad (a b c d e f : ℝ) : Poly :=
  a • X 0 ^ 2 + b • X 1 ^ 2 + c • X 2 ^ 2 + d • (X 0 * X 1) + e • (X 1 * X 2) + f • (X 2 * X 0)
```

The squared radius is itself such a polynomial, with \(a=b=c=1\) and \(d=e=f=0\).

```lean
/-- The squared radius r² = x² + y² + z². -/
def r2 : Poly := X 0 ^ 2 + X 1 ^ 2 + X 2 ^ 2
```

The five functions are listed as `dFun 0` to `dFun 4`, in the order given at the start. The last one equals \(3z^2-r^2\) and is usually labelled \(d_{z^2}\).

They are not normalised. Divided by \(r^2\), they become real spherical harmonics of unit norm on the sphere when multiplied by \(\sqrt{15/4\pi}\) for each of the three products, \(\sqrt{15/16\pi}\) for \(x^2-y^2\), and \(\sqrt{5/16\pi}\) for \(2z^2-x^2-y^2\). Such factors change neither spans nor linear independence.

```lean
/-- The five functions xy, yz, zx, x² - y², 2z² - x² - y². -/
def dFun : Fin 5 → Poly :=
  ![X 0 * X 1, X 1 * X 2, X 2 * X 0, X 0 ^ 2 - X 1 ^ 2,
    (2 : ℝ) • X 2 ^ 2 - X 0 ^ 2 - X 1 ^ 2]
```

Adding \(r^2\) as the last entry, `sixFun 5`, gives the list of six.

```lean
/-- The five functions of `dFun` followed by r². -/
def sixFun : Fin 6 → Poly := ![dFun 0, dFun 1, dFun 2, dFun 3, dFun 4, r2]
```

## The Laplacian sees only the squares

Differentiating \(ax^2\) twice with respect to \(x\) gives \(2a\), and the other two squares behave in the same way. Each mixed product contains any one variable at most to first order, so its second derivatives with respect to \(x\), to \(y\) and to \(z\) all vanish. Hence

\[
\Delta q=2(a+b+c).
\]

In the statement, `C` turns a real number into a constant polynomial, because the Laplacian of a polynomial is again a polynomial. The proof applies the product rule to each term and leaves the final collection of constants to `ring`.

```lean
/-- The Laplacian of a quadratic form is the constant 2(a + b + c), twice the sum of the
coefficients of x², y² and z². -/
theorem laplacian_quad (a b c d e f : ℝ) :
    laplacian (quad a b c d e f) = C (2 * (a + b + c)) := by
  have h2 : (C (2 : ℝ) : Poly) = 2 := map_ofNat C 2
  simp only [C_mul, C_add, h2]
  simp [laplacian, quad, Fin.sum_univ_three, smul_eq_C_mul, pow_two, Derivation.leibniz,
    pderiv_X, Pi.single_apply]
  ring
```

## The six monomials are independent

Suppose \(q=0\) as a polynomial. Then its value is zero at every point. The points \((1,0,0)\), \((0,1,0)\) and \((0,0,1)\) give \(a=0\), \(b=0\) and \(c=0\). The points \((1,1,0)\), \((0,1,1)\) and \((1,0,1)\) give

\[
a+b+d=0,\qquad b+c+e=0,\qquad a+c+f=0,
\]

so \(d=e=f=0\) as well. In the proof, `key` is the evaluation at an arbitrary point, and `linarith` solves the six linear equations.

```lean
/-- The six Cartesian d functions are independent: if a combination of them vanishes, all six
coefficients vanish. -/
theorem quad_eq_zero {a b c d e f : ℝ} (h : quad a b c d e f = 0) :
    a = 0 ∧ b = 0 ∧ c = 0 ∧ d = 0 ∧ e = 0 ∧ f = 0 := by
  -- evaluate the polynomial at points of space
  have key : ∀ x y z : ℝ,
      a * x ^ 2 + b * y ^ 2 + c * z ^ 2 + d * (x * y) + e * (y * z) + f * (z * x) = 0 := by
    intro x y z
    have h' := congrArg (eval ![x, y, z]) h
    simp [quad, smul_eval] at h'
    linear_combination h'
  refine ⟨?_, ?_, ?_, ?_, ?_, ?_⟩ <;>
    linarith [key 1 0 0, key 0 1 0, key 0 0 1, key 1 1 0, key 0 1 1, key 1 0 1]
```

## Changing between the two sets of functions

Let \(g_0,\dots,g_5\) be the coefficients of the six functions in `sixFun`. Collecting the monomials gives

\[
\begin{aligned}
&g_0\,xy+g_1\,yz+g_2\,zx+g_3(x^2-y^2)+g_4(2z^2-x^2-y^2)+g_5 r^2\\
&\quad=(g_3-g_4+g_5)x^2+(-g_3-g_4+g_5)y^2+(2g_4+g_5)z^2+g_0\,xy+g_1\,yz+g_2\,zx .
\end{aligned}
\]

The tactic `module` confirms the identity by comparing coefficients.

```lean
/-- A combination of the five functions and r², written out in the Cartesian d functions. -/
theorem sum_sixFun (g : Fin 6 → ℝ) :
    ∑ i, g i • sixFun i =
      quad (g 3 - g 4 + g 5) (-g 3 - g 4 + g 5) (2 * g 4 + g 5) (g 0) (g 1) (g 2) := by
  rw [Fin.sum_univ_six]
  change g 0 • (X 0 * X 1 : Poly) + g 1 • (X 1 * X 2 : Poly) + g 2 • (X 2 * X 0 : Poly)
    + g 3 • (X 0 ^ 2 - X 1 ^ 2 : Poly) + g 4 • ((2 : ℝ) • X 2 ^ 2 - X 0 ^ 2 - X 1 ^ 2 : Poly)
    + g 5 • (X 0 ^ 2 + X 1 ^ 2 + X 2 ^ 2 : Poly) = _
  unfold quad
  module
```

Without \(r^2\), the same formula holds with the \(g_5\) terms removed. The coefficients of the squares are then \(g_3-g_4\), \(-g_3-g_4\) and \(2g_4\), and their sum is zero.

```lean
/-- A combination of the five functions, written out in the Cartesian d functions. -/
theorem sum_dFun (g : Fin 5 → ℝ) :
    ∑ i, g i • dFun i = quad (g 3 - g 4) (-g 3 - g 4) (2 * g 4) (g 0) (g 1) (g 2) := by
  rw [Fin.sum_univ_five]
  change g 0 • (X 0 * X 1 : Poly) + g 1 • (X 1 * X 2 : Poly) + g 2 • (X 2 * X 0 : Poly)
    + g 3 • (X 0 ^ 2 - X 1 ^ 2 : Poly)
    + g 4 • ((2 : ℝ) • X 2 ^ 2 - X 0 ^ 2 - X 1 ^ 2 : Poly) = _
  unfold quad
  module
```

## A basis of the quadratic forms

A quadratic form is a polynomial for which `IsHomogeneous 2` holds: every monomial that occurs in it has total degree two. The zero polynomial satisfies this, as it must if the quadratic forms are to be a vector space. Each of the six monomials is a product of two variables, so every combination of them is a quadratic form.

```lean
/-- Every combination of the six Cartesian d functions is homogeneous of degree two. -/
theorem quad_isHomogeneous (a b c d e f : ℝ) : (quad a b c d e f).IsHomogeneous 2 := by
  have hX : ∀ i j : Fin 3, (X i * X j : Poly) ∈ homogeneousSubmodule (Fin 3) ℝ 2 :=
    fun i j => (isHomogeneous_X ℝ i).mul (isHomogeneous_X ℝ j)
  have hs : ∀ (r : ℝ) (i j : Fin 3),
      r • (X i * X j : Poly) ∈ homogeneousSubmodule (Fin 3) ℝ 2 :=
    fun r i j => Submodule.smul_mem _ r (hX i j)
  change quad a b c d e f ∈ homogeneousSubmodule (Fin 3) ℝ 2
  simp only [quad, pow_two]
  exact add_mem (add_mem (add_mem (add_mem (add_mem (hs _ _ _) (hs _ _ _)) (hs _ _ _))
    (hs _ _ _)) (hs _ _ _)) (hs _ _ _)
```

For linear independence, let a combination of the six functions vanish. The independence of the monomials gives \(g_0=g_1=g_2=0\) and

\[
g_3-g_4+g_5=0,\qquad -g_3-g_4+g_5=0,\qquad 2g_4+g_5=0 .
\]

Subtracting the second equation from the first gives \(g_3=0\). Then \(g_5=g_4\), and the third equation becomes \(3g_4=0\), so all coefficients vanish.

For the span, the change of functions is inverted. A form with coefficients \(a,\dots,f\) is obtained from

\[
g_0=d,\quad g_1=e,\quad g_2=f,\quad
g_3=\frac{a-b}{2},\quad g_4=\frac{2c-a-b}{6},\quad g_5=\frac{a+b+c}{3}.
\]

It remains to see that every quadratic form is a combination of the six monomials. A monomial \(x^iy^jz^k\) with \(i+j+k=2\) has one of six exponent patterns, and these are exactly the Cartesian d functions.

The theorem states the two properties of a basis: linear independence, and equality of the span with `homogeneousSubmodule (Fin 3) ℝ 2`, the space of quadratic forms. In its proof, `hq` contains the inverted coefficients and `hm` the six exponent patterns; `omega` checks that there are no others. The last part splits an arbitrary quadratic form into its monomials and applies `hm` to each.

```lean
/-- The functions xy, yz, zx, x² - y², 2z² - x² - y² and r² form a basis of the quadratic forms:
they are linearly independent and span all homogeneous polynomials of degree two. -/
theorem sixFun_basis : LinearIndependent ℝ sixFun ∧
    Submodule.span ℝ (Set.range sixFun) = homogeneousSubmodule (Fin 3) ℝ 2 := by
  constructor
  · rw [Fintype.linearIndependent_iff]
    intro g hg
    rw [sum_sixFun] at hg
    obtain ⟨ha, hb, hc, h0, h1, h2⟩ := quad_eq_zero hg
    have h3 : g 3 = 0 := by linarith
    have h4 : g 4 = 0 := by linarith
    have h5 : g 5 = 0 := by linarith
    intro i
    fin_cases i
    exacts [h0, h1, h2, h3, h4, h5]
  · -- solve for the coefficients of a given quadratic form
    have hq : ∀ a b c d e f : ℝ,
        quad a b c d e f ∈ Submodule.span ℝ (Set.range sixFun) := by
      intro a b c d e f
      rw [Submodule.mem_span_range_iff_exists_fun]
      refine ⟨![d, e, f, (a - b) / 2, (2 * c - a - b) / 6, (a + b + c) / 3],
        (sum_sixFun _).trans ?_⟩
      change quad ((a - b) / 2 - (2 * c - a - b) / 6 + (a + b + c) / 3)
        (-((a - b) / 2) - (2 * c - a - b) / 6 + (a + b + c) / 3)
        (2 * ((2 * c - a - b) / 6) + (a + b + c) / 3) d e f = _
      congr 1 <;> ring
    -- there are six monomials of degree two
    have hm : ∀ (i j k : ℕ) (r : ℝ), i + j + k = 2 →
        r • (X 0 ^ i * X 1 ^ j * X 2 ^ k : Poly) ∈ Submodule.span ℝ (Set.range sixFun) := by
      intro i j k r h
      have h6 : (i = 2 ∧ j = 0 ∧ k = 0) ∨ (i = 0 ∧ j = 2 ∧ k = 0) ∨ (i = 0 ∧ j = 0 ∧ k = 2) ∨
          (i = 1 ∧ j = 1 ∧ k = 0) ∨ (i = 0 ∧ j = 1 ∧ k = 1) ∨ (i = 1 ∧ j = 0 ∧ k = 1) := by
        omega
      rcases h6 with ⟨rfl, rfl, rfl⟩ | ⟨rfl, rfl, rfl⟩ | ⟨rfl, rfl, rfl⟩ | ⟨rfl, rfl, rfl⟩ |
        ⟨rfl, rfl, rfl⟩ | ⟨rfl, rfl, rfl⟩
      · convert hq r 0 0 0 0 0 using 1; simp [quad]
      · convert hq 0 r 0 0 0 0 using 1; simp [quad]
      · convert hq 0 0 r 0 0 0 using 1; simp [quad]
      · convert hq 0 0 0 r 0 0 using 1; simp [quad]
      · convert hq 0 0 0 0 r 0 using 1; simp [quad]
      · convert hq 0 0 0 0 0 r using 1; simp [quad, mul_comm]
    apply le_antisymm
    · intro p hp
      obtain ⟨g, rfl⟩ := (Submodule.mem_span_range_iff_exists_fun ℝ).mp hp
      rw [sum_sixFun]
      exact quad_isHomogeneous _ _ _ _ _ _
    · intro p hp
      have hp' : p.IsHomogeneous 2 := hp
      rw [p.as_sum]
      refine Submodule.sum_mem _ fun v hv => ?_
      have hdeg := hp' (mem_support_iff.mp hv)
      rw [Finsupp.weight_apply, Finsupp.sum_fintype, Fin.sum_univ_three] at hdeg
      · rw [monomial_eq, Finsupp.prod_fintype, Fin.prod_univ_three, ← smul_eq_C_mul]
        · exact hm _ _ _ _ (by simpa using hdeg)
        · simp
      · simp
```

As a consequence, any quadratic form \(p\) may be written with six coefficients \(a,\dots,f\). The proof expands \(p\) in the basis and converts the result back to monomials.

```lean
/-- Every homogeneous polynomial of degree two is a combination of the six Cartesian
d functions. -/
theorem exists_quad {p : Poly} (hp : p.IsHomogeneous 2) :
    ∃ a b c d e f : ℝ, p = quad a b c d e f := by
  have h : p ∈ Submodule.span ℝ (Set.range sixFun) := by
    rw [sixFun_basis.2]
    exact hp
  obtain ⟨g, rfl⟩ := (Submodule.mem_span_range_iff_exists_fun ℝ).mp h
  exact ⟨_, _, _, _, _, _, sum_sixFun g⟩
```

## Harmonic means that the squares sum to zero

Let \(p\) be a quadratic form with coefficients \(a,\dots,f\) and \(\Delta p=0\). Then \(2(a+b+c)=0\), so \(b=-a-c\), and

\[
p=d\,xy+e\,yz+f\,zx+\Bigl(a+\frac c2\Bigr)(x^2-y^2)+\frac c2\,(2z^2-x^2-y^2).
\]

The coefficient of \(x^2\) on the right is \(a+\tfrac c2-\tfrac c2=a\), that of \(y^2\) is \(-a-c=b\), and that of \(z^2\) is \(c\).

Conversely, a combination of the five functions is a quadratic form, and its squares have coefficients of sum

\[
(g_3-g_4)+(-g_3-g_4)+2g_4=0,
\]

so its Laplacian vanishes.

The theorem takes an arbitrary polynomial \(p\). The left side of the equivalence contains both conditions, degree two and harmonicity, and the right side says that \(p\) lies in the real span of `dFun`. The two halves of the proof are the two directions above, with the same coefficients.

```lean
/-- A polynomial is a harmonic quadratic form exactly when it is a real linear combination of
xy, yz, zx, x² - y² and 2z² - x² - y². -/
theorem harmonic_iff (p : Poly) :
    p.IsHomogeneous 2 ∧ laplacian p = 0 ↔ p ∈ Submodule.span ℝ (Set.range dFun) := by
  rw [Submodule.mem_span_range_iff_exists_fun]
  constructor
  · rintro ⟨hp, hl⟩
    obtain ⟨a, b, c, d, e, f, rfl⟩ := exists_quad hp
    -- harmonicity says that the squares have coefficients of sum zero
    rw [laplacian_quad, ← C_0] at hl
    have ht : 2 * (a + b + c) = 0 := C_injective (Fin 3) ℝ hl
    refine ⟨![d, e, f, a + c / 2, c / 2], (sum_dFun _).trans ?_⟩
    change quad (a + c / 2 - c / 2) (-(a + c / 2) - c / 2) (2 * (c / 2)) d e f = _
    congr 1 <;> linarith
  · rintro ⟨g, rfl⟩
    rw [sum_dFun]
    refine ⟨quad_isHomogeneous _ _ _ _ _ _, ?_⟩
    have h0 : 2 * (g 3 - g 4 + (-g 3 - g 4) + 2 * g 4) = 0 := by ring
    rw [laplacian_quad, h0, C_0]
```

The degree has to be fixed at two. The polynomial \(x\) is harmonic and homogeneous of degree one, but it is not in the span of the five functions, so harmonicity together with homogeneity of some unspecified degree would not suffice.

## Six dimensions and five

The space of quadratic forms has a basis of six elements, hence dimension six. The five functions are the first five of that basis, so they are independent and their span has dimension five. By the equivalence just shown, this span is the space of harmonic quadratic forms. In Lean, `Module.finrank` is the dimension, and `Fin.castSucc` picks out the first five of the six indices.

```lean
/-- The quadratic forms have dimension six, and the span of the five functions of `dFun` has
dimension five. -/
theorem dimensions : Module.finrank ℝ (homogeneousSubmodule (Fin 3) ℝ 2) = 6 ∧
    Module.finrank ℝ (Submodule.span ℝ (Set.range dFun)) = 5 := by
  constructor
  · rw [← sixFun_basis.2, finrank_span_eq_card sixFun_basis.1, Fintype.card_fin]
  · have h : dFun = sixFun ∘ Fin.castSucc := by
      funext i
      fin_cases i <;> rfl
    have hli : LinearIndependent ℝ dFun := by
      rw [h]
      exact sixFun_basis.1.comp _ (Fin.castSucc_injective 5)
    rw [finrank_span_eq_card hli, Fintype.card_fin]
```

## Taking the s-type part out of a quadratic form

Since \(\Delta r^2=6\), the multiple of \(r^2\) contained in a quadratic form \(p\) can be read off from its Laplacian:

\[
p-\frac{\Delta p}{6}\,r^2=p-\frac{a+b+c}{3}\,r^2 .
\]

This lowers each of \(a, b, c\) by their mean and leaves \(d, e, f\) unchanged. The new coefficients of the squares sum to zero, so the remainder is harmonic.

For example, take \(p=5x^2+y^2+3xy\). Here \(a+b+c=6\) and \(\Delta p=12\), so \(2r^2\) is subtracted:

\[
p-2r^2=3x^2-y^2-2z^2+3xy=3\,xy+2(x^2-y^2)-(2z^2-x^2-y^2).
\]

The squares in the remainder have coefficients \(3-1-2=0\), as required.

In the theorem, `laplacian p` is a constant polynomial, and the product with `r2` is taken among polynomials. The proof first writes the difference as a `quad` with the shifted coefficients and then applies the formula for its Laplacian.

```lean
/-- Subtracting one sixth of its Laplacian times r² from a quadratic form leaves a harmonic
polynomial. -/
theorem remove_r2_part {p : Poly} (hp : p.IsHomogeneous 2) :
    laplacian (p - (1 / 6 : ℝ) • (laplacian p * r2)) = 0 := by
  obtain ⟨a, b, c, d, e, f, rfl⟩ := exists_quad hp
  have h : quad a b c d e f - (1 / 6 : ℝ) • (laplacian (quad a b c d e f) * r2) =
      quad (a - (a + b + c) / 3) (b - (a + b + c) / 3) (c - (a + b + c) / 3) d e f := by
    rw [laplacian_quad, ← smul_eq_C_mul]
    unfold quad r2
    module
  have h0 : 2 * (a - (a + b + c) / 3 + (b - (a + b + c) / 3) + (c - (a + b + c) / 3)) = 0 := by
    ring
  rw [h, laplacian_quad, h0, C_0]

end

end HarmonicQuadraticForms
```

```lean
#print axioms HarmonicQuadraticForms.harmonic_iff
-- 'HarmonicQuadraticForms.harmonic_iff' depends on axioms: [propext, Classical.choice, Quot.sound]
#print axioms HarmonicQuadraticForms.dimensions
-- 'HarmonicQuadraticForms.dimensions' depends on axioms: [propext, Classical.choice, Quot.sound]
#print axioms HarmonicQuadraticForms.remove_r2_part
-- 'HarmonicQuadraticForms.remove_r2_part' depends on axioms: [propext, Classical.choice, Quot.sound]
```
